# The determinant of the matrix F(a−b) for m point atoms on a line

Put two point atoms in a one-dimensional unit cell, at fractional coordinates \(x_0, x_1\) and with scattering factors \(f_0, f_1\). With \(z_j = e^{2\pi i x_j}\), the structure factors at \(h = 0, 1, -1\) are

\[
F(0)=f_0+f_1,\qquad F(1)=f_0z_0+f_1z_1,\qquad F(-1)=f_0z_0^{-1}+f_1z_1^{-1}.
\]

In \(F(0)^2-F(1)F(-1)\) the terms \(f_0^2\) and \(f_1^2\) cancel, and only the interference between the atoms survives:

\[
f_0f_1\left(2-z_0z_1^{-1}-z_1z_0^{-1}\right)=4f_0f_1\sin^2\pi(x_0-x_1).
\]

The difference \(F(0)^2-F(1)F(-1)\) is the determinant of the 2 by 2 matrix with entries \(F(a-b)\), where \(a,b\in\{0,1\}\). For \(m\) atoms, the \(m\) by \(m\) determinant with entries \(F(a-b)\) is the product of all \(f_j\) and one factor \(4\sin^2\pi(x_j-x_k)\) per pair. This holds for point atoms, whose \(f_j\) do not depend on \(h\). The X-ray scattering factors of real atoms fall off with scattering angle, and passing from measured amplitudes to point-atom ones is a step that the theorems leave to the user.

## Phases, amplitudes and the matrix

```lean
import Mathlib

open scoped Real

namespace StructureFactorDeterminant

noncomputable section

/-- The phase factor `exp (2πi t)` of a wave at fractional coordinate `t`. -/
def phase (t : ℝ) : ℂ := Complex.exp (2 * π * Complex.I * t)
```

A `def` introduces a quantity. Here `phase t` is the complex number \(e^{2\pi i t}\), not the angle that is often called the phase.

```lean
/-- The structure factor `F(h) = ∑ j, f j * exp (2πi h x j)` of `m` point atoms on a line, with
complex scattering factors `f j` and fractional coordinates `x j`. -/
def structureFactor {m : ℕ} (f : Fin m → ℂ) (x : Fin m → ℝ) (h : ℤ) : ℂ :=
  ∑ j, f j * phase (h * x j)
```

This is \(F(h)=\sum_j f_j e^{2\pi i h x_j}\), with a plus sign in the exponent. The type `Fin m` holds the atom labels \(0,\dots,m-1\), `f` gives each atom a complex number, `x` gives it a real one, and `h` is an integer. \(F\) is the crystallographer's amplitude, not the intensity \(S(k)\) that simulators of liquids call the structure factor.

```lean
/-- The matrix with entries `F(a - b)`, of order equal to the number of atoms. -/
def structureFactorMatrix {m : ℕ} (f : Fin m → ℂ) (x : Fin m → ℝ) :
    Matrix (Fin m) (Fin m) ℂ :=
  Matrix.of fun a b => structureFactor f x (((a : ℕ) : ℤ) - ((b : ℕ) : ℤ))
```

Row \(a\), column \(b\) holds \(F(a-b)\), with both indices running from 0 to \(m-1\). They are turned into integers before the subtraction, so that negative differences survive.

## Three rules for phases

```lean
/-- Phases multiply when coordinates add. -/
theorem phase_add (s t : ℝ) : phase (s + t) = phase s * phase t := by
  unfold phase
  rw [← Complex.exp_add]
  congr 1
  push_cast
  ring
```

A `theorem` gives a name, then the statement after the colon, then the proof after `:=`. This one says \(e^{2\pi i(s+t)}=e^{2\pi is}e^{2\pi it}\). The proof merges the two exponentials and lets `ring` compare the exponents.

```lean
/-- The `n`-th power of a phase is the phase of the `n`-fold coordinate. -/
theorem phase_pow (t : ℝ) (n : ℕ) : phase t ^ n = phase (n * t) := by
  unfold phase
  rw [← Complex.exp_nat_mul]
  congr 1
  push_cast
  ring
```

Likewise \((e^{2\pi it})^n=e^{2\pi i nt}\) for \(n=0,1,2,\dots\)

```lean
/-- A phase equals one exactly when the coordinate is a lattice translation. -/
theorem phase_eq_one_iff (t : ℝ) : phase t = 1 ↔ ∃ n : ℤ, t = n := by
  unfold phase
  rw [Complex.exp_eq_one_iff]
  constructor
  · rintro ⟨n, hn⟩
    have h : (t : ℂ) = n :=
      mul_left_cancel₀ Complex.two_pi_I_ne_zero (by linear_combination hn)
    exact ⟨n, by exact_mod_cast h⟩
  · rintro ⟨n, rfl⟩
    exact ⟨n, by push_cast; ring⟩
```

\(e^{2\pi it}=1\) exactly when \(t\) is an integer. Mathlib supplies the fact that \(e^w=1\) means \(w=2\pi i n\); cancelling \(2\pi i\) gives \(t=n\), and substituting \(t=n\) gives the converse.

## The factor from one pair

```lean
/-- The product of the phase differences `phase t - phase s` and `phase (-t) - phase (-s)` is the
real number `4 sin² (π (s - t))`. -/
theorem pair_factor (s t : ℝ) :
    (phase t - phase s) * (phase (-t) - phase (-s)) =
      ((4 * Real.sin (π * (s - t)) ^ 2 : ℝ) : ℂ) := by
  -- each phase is the square of a half phase
  have sq : ∀ r : ℝ, phase r = Complex.exp (π * r * Complex.I) ^ 2 := by
    intro r
    rw [phase, ← Complex.exp_nat_mul]
    congr 1
    push_cast
    ring
  have one : ∀ r : ℝ, phase r * phase (-r) = 1 := by
    intro r
    rw [← phase_add, add_neg_cancel, phase_eq_one_iff]
    exact ⟨0, by simp⟩
  have h3 : phase t * phase (-s) = phase (-(s - t)) := by
    rw [← phase_add]
    congr 1
    ring
  have h4 : phase s * phase (-t) = phase (s - t) := by
    rw [← phase_add]
    congr 1
  -- the cross terms add up to `2 cos (2πr) = 2 - 4 sin² (πr)`, with `r = s - t`
  have h5 : ∀ r : ℝ, phase r + phase (-r) = 2 - 4 * Complex.sin (π * r) ^ 2 := by
    intro r
    have hn : phase (-r) = Complex.exp (-(π * r) * Complex.I) ^ 2 := by
      rw [sq]
      congr 2
      push_cast
      ring
    have hp : Complex.exp (-(π * r) * Complex.I) * Complex.exp (π * r * Complex.I) = 1 := by
      rw [← Complex.exp_add, neg_mul, neg_add_cancel, Complex.exp_zero]
    rw [hn, sq r, Complex.sin]
    linear_combination 2 * hp + (Complex.exp (-(π * r) * Complex.I)
      - Complex.exp (π * r * Complex.I)) ^ 2 * Complex.I_sq
  have h6 := h5 (s - t)
  push_cast at h6 ⊢
  linear_combination one t + one s - h3 - h4 - h6
```

Write \(z_s, z_t\) for the two phases. By hand,

\[
(z_t-z_s)(z_t^{-1}-z_s^{-1})=2-z_tz_s^{-1}-z_sz_t^{-1}=2-2\cos 2\pi(s-t)=4\sin^2\pi(s-t).
\]

In Lean, `one` supplies \(z_rz_r^{-1}=1\), while `h3` and `h4` identify the cross terms. The step `h5` is the half-angle formula: with \(u=e^{i\pi r}\), it expands \(4\sin^2\pi r=-(u^{-1}-u)^2=2-u^2-u^{-2}\). The final `linear_combination` adds these equations with the stated signs and checks the algebra. The notation `( … : ℝ) : ℂ` marks a real number used as a complex one.

## From factorisation to determinant

```lean
/-- The matrix of structure factors splits into phases, scattering factors and inverse phases. -/
theorem matrix_factorisation {m : ℕ} (f : Fin m → ℂ) (x : Fin m → ℝ) :
    structureFactorMatrix f x =
      (Matrix.vandermonde fun j => phase (x j)).transpose * Matrix.diagonal f *
        Matrix.vandermonde fun j => phase (-x j) := by
  ext a b
  rw [Matrix.mul_apply]
  simp only [Matrix.mul_diagonal, Matrix.transpose_apply, Matrix.vandermonde_apply,
    structureFactorMatrix, Matrix.of_apply, structureFactor]
  refine Finset.sum_congr rfl fun j _ => ?_
  have h : ((((a : ℕ) : ℤ) - ((b : ℕ) : ℤ) : ℤ) : ℝ) * x j
      = ((a : ℕ) : ℝ) * x j + ((b : ℕ) : ℝ) * -x j := by
    push_cast
    ring
  rw [phase_pow, phase_pow, h, phase_add]
  ring
```

Splitting the exponent gives

\[
F(a-b)=\sum_j z_j^{a}\,f_j\,(z_j^{-1})^{b},
\]

which is the entry of a product \(V^{T}DW\). Here \(V_{ja}=z_j^a\) and \(W_{jb}=(z_j^{-1})^b\) are Vandermonde matrices, and \(D\) is diagonal with entries \(f_j\). The proof compares entries (`ext a b`) and then the sums atom by atom.

```lean
/-- The determinant of the matrix `F(a - b)` for `m` atoms is the product of all scattering
factors times the product of `4 sin² (π (x j - x k))` over all pairs `j < k`. -/
theorem det_structureFactorMatrix {m : ℕ} (f : Fin m → ℂ) (x : Fin m → ℝ) :
    (structureFactorMatrix f x).det = (∏ j, f j) *
      ((∏ j, ∏ k ∈ Finset.Ioi j, 4 * Real.sin (π * (x j - x k)) ^ 2 : ℝ) : ℂ) := by
  -- the two Vandermonde determinants combine pair by pair
  have hV : (Matrix.vandermonde fun j => phase (x j)).det *
      (Matrix.vandermonde fun j => phase (-x j)).det =
      ((∏ j, ∏ k ∈ Finset.Ioi j, 4 * Real.sin (π * (x j - x k)) ^ 2 : ℝ) : ℂ) := by
    rw [Matrix.det_vandermonde, Matrix.det_vandermonde, ← Finset.prod_mul_distrib]
    simp only [Complex.ofReal_prod]
    refine Finset.prod_congr rfl fun j _ => ?_
    rw [← Finset.prod_mul_distrib]
    exact Finset.prod_congr rfl fun k _ => pair_factor (x j) (x k)
  rw [matrix_factorisation, Matrix.det_mul, Matrix.det_mul, Matrix.det_transpose,
    Matrix.det_diagonal]
  linear_combination (∏ j, f j) * hV
```

The Vandermonde formula gives \(\det V=\prod_{j<k}(z_k-z_j)\) and \(\det W=\prod_{j<k}(z_k^{-1}-z_j^{-1})\). Multiplying them pair by pair, with the previous section's identity, yields

\[
\det\big[F(a-b)\big]=\prod_j f_j\;\prod_{j<k}4\sin^2\pi(x_j-x_k).
\]

The set `Finset.Ioi j` contains the labels \(k>j\), and `hV` is the pairwise multiplication. No condition is placed on `f` or `x`. For one atom there are no pairs, and the formula reads \(F(0)=f_0\).

With all \(f_j=1\), the determinant is \(m!\) times the normalised probability density of \(m\) non-interacting spinless fermions on a ring of unit length that fill the plane waves \(e^{2\pi i a x}\), \(a=0,\dots,m-1\), since \(V\) is then their unnormalised Slater matrix.

## When the determinant vanishes

```lean
/-- The determinant is nonzero exactly when every atom scatters and no two atoms differ by a
lattice translation. -/
theorem det_ne_zero_iff {m : ℕ} (f : Fin m → ℂ) (x : Fin m → ℝ) :
    (structureFactorMatrix f x).det ≠ 0 ↔
      (∀ j, f j ≠ 0) ∧ ∀ j k, j ≠ k → ∀ n : ℤ, x j - x k ≠ n := by
  have hs : ∀ t : ℝ, 4 * Real.sin (π * t) ^ 2 ≠ 0 ↔ ∀ n : ℤ, t ≠ n := by
    intro t
    constructor
    · intro h n hn
      apply h
      rw [hn, mul_comm π, Real.sin_int_mul_pi]
      norm_num
    · intro h h0
      have h1 : Real.sin (π * t) = 0 := (pow_eq_zero_iff two_ne_zero).mp (by linarith)
      obtain ⟨n, hn⟩ := Real.sin_eq_zero_iff.mp h1
      exact h n (mul_left_cancel₀ Real.pi_ne_zero (by linarith))
  rw [det_structureFactorMatrix, mul_ne_zero_iff, Complex.ofReal_ne_zero]
  simp only [Finset.prod_ne_zero_iff, Finset.mem_univ, forall_const, Finset.mem_Ioi, hs]
  refine and_congr_right fun _ =>
    ⟨fun h j k hjk n hn => ?_, fun h j k hjk => h j k hjk.ne⟩
  rcases lt_or_gt_of_ne hjk with hl | hl
  · exact h j k hl n hn
  · exact h k j hl (-n) (by push_cast; linarith)
```

The determinant is nonzero exactly when every \(f_j\ne0\) and no two different atoms are separated by an integer. A product is nonzero when each factor is, and \(\sin\pi t=0\) only at integers `t`; this is `hs`. The formula covers pairs with \(j<k\), and the last lines obtain the reverse order by changing the sign of \(n\).

Coordinates could also have been modelled as points of the circle \(\mathbb R/\mathbb Z\). The second condition would then say simply that the positions are distinct, but \(\sin^2\pi t\) would first have to be defined on the circle.

## Two atoms again

```lean
/-- For two atoms, the structure factors at `h = 0, 1, -1` fix `sin²` of `π` times the separation,
multiplied by `4` and both scattering factors. -/
theorem two_atoms (f : Fin 2 → ℂ) (x : Fin 2 → ℝ) :
    structureFactor f x 0 ^ 2 - structureFactor f x 1 * structureFactor f x (-1) =
      f 0 * f 1 * ((4 * Real.sin (π * (x 0 - x 1)) ^ 2 : ℝ) : ℂ) := by
  have h := det_structureFactorMatrix f x
  have h0 : Finset.Ioi (0 : Fin 2) = {1} := by decide
  have h1 : Finset.Ioi (1 : Fin 2) = ∅ := by decide
  have e00 : structureFactorMatrix f x 0 0 = structureFactor f x 0 := by
    simp [structureFactorMatrix]
  have e11 : structureFactorMatrix f x 1 1 = structureFactor f x 0 := by
    simp [structureFactorMatrix]
  have e01 : structureFactorMatrix f x 0 1 = structureFactor f x (-1) := by
    simp [structureFactorMatrix]
  have e10 : structureFactorMatrix f x 1 0 = structureFactor f x 1 := by
    simp [structureFactorMatrix]
  rw [Matrix.det_fin_two, e00, e11, e01, e10, Fin.prod_univ_two, Fin.prod_univ_two, h0, h1,
    Finset.prod_singleton, Finset.prod_empty, mul_one] at h
  linear_combination h
```

This is the opening identity, obtained by writing out the matrix with rows \((F(0),F(-1))\) and \((F(1),F(0))\). If \(f_0f_1\) is known and nonzero, it gives the separation up to sign and lattice translations. For real scattering factors \(F(-1)=\overline{F(1)}\), so the left side is \(F(0)^2-|F(1)|^2\) and needs no measured phase.

## Evenly spaced atoms

```lean
/-- For `m` unit scatterers evenly spaced over the cell, the matrix `F(a - b)` is `m` times the
identity. -/
theorem matrix_evenly_spaced (m : ℕ) :
    structureFactorMatrix (fun _ : Fin m => 1) (fun j => ((j : ℕ) : ℝ) / m) =
      (m : ℂ) • (1 : Matrix (Fin m) (Fin m) ℂ) := by
  ext a b
  have hm : (m : ℝ) ≠ 0 := Nat.cast_ne_zero.mpr (Fin.pos a).ne'
  rw [Matrix.smul_apply]
  by_cases hab : a = b
  · subst hab
    rw [Matrix.one_apply_eq]
    simp [structureFactorMatrix, structureFactor, phase]
  · rw [Matrix.one_apply_ne hab, smul_zero]
    let d : ℤ := ((a : ℕ) : ℤ) - ((b : ℕ) : ℤ)
    -- an off-diagonal entry is a geometric sum over a full period
    have hsum : structureFactorMatrix (fun _ : Fin m => 1) (fun j => ((j : ℕ) : ℝ) / m) a b
        = ∑ i ∈ Finset.range m, phase ((d : ℝ) / m) ^ i := by
      rw [← Fin.sum_univ_eq_sum_range (fun i => phase ((d : ℝ) / m) ^ i) m]
      simp only [structureFactorMatrix, Matrix.of_apply, structureFactor, one_mul]
      refine Finset.sum_congr rfl fun j _ => ?_
      rw [phase_pow]
      congr 1
      simp only [d]
      ring
    have hpow : phase ((d : ℝ) / m) ^ m = 1 := by
      rw [phase_pow, mul_div_cancel₀ _ hm, phase_eq_one_iff]
      exact ⟨d, rfl⟩
    have hne : phase ((d : ℝ) / m) ≠ 1 := by
      intro h
      obtain ⟨n, hn⟩ := (phase_eq_one_iff _).mp h
      rw [div_eq_iff hm] at hn
      have hd : d = n * (m : ℤ) := by exact_mod_cast hn
      have ha := a.isLt
      have hb := b.isLt
      have hz : d = 0 := by
        apply Int.eq_zero_of_abs_lt_dvd (m := (m : ℤ)) ⟨n, by rw [hd]; ring⟩
        rw [abs_lt]
        constructor <;> simp only [d] <;> omega
      apply hab
      apply Fin.ext
      simp only [d] at hz
      omega
    have hg := mul_neg_geom_sum (phase ((d : ℝ) / m)) m
    rw [hpow, sub_self] at hg
    rw [hsum]
    exact (mul_eq_zero.mp hg).resolve_left (sub_ne_zero.mpr hne.symm)
```

Take \(x_j=j/m\) and \(f_j=1\), and set \(d=a-b\), \(w=e^{2\pi i d/m}\). The entry is \(\sum_{j=0}^{m-1}w^j\). On the diagonal \(w=1\) and the sum is \(m\). Elsewhere \(0<|d|<m\), so \(w\ne1\) (`hne`) while \(w^m=1\) (`hpow`), and

\[
(1-w)\sum_{j=0}^{m-1}w^j=1-w^m=0
\]

forces the sum to vanish. These are the extinctions expected when the true period is \(1/m\) of the cell.

```lean
/-- For `m` atoms evenly spaced over the cell, with arbitrary scattering factors, the determinant
is `m ^ m` times the product of the scattering factors. -/
theorem det_evenly_spaced {m : ℕ} (f : Fin m → ℂ) :
    (structureFactorMatrix f (fun j => ((j : ℕ) : ℝ) / m)).det = (m : ℂ) ^ m * ∏ j, f j := by
  have h := det_structureFactorMatrix (fun _ : Fin m => 1) (fun j => ((j : ℕ) : ℝ) / m)
  rw [matrix_evenly_spaced, Matrix.det_smul, Matrix.det_one, Fintype.card_fin,
    Finset.prod_const_one, one_mul, mul_one] at h
  rw [det_structureFactorMatrix, ← h, mul_comm]

end

end StructureFactorDeterminant
```

For unit scatterers the determinant is \(\det(m\,I)=m^m\), where \(I\) is the identity matrix, so the product of the factors \(4\sin^2\pi(x_j-x_k)\) over all pairs must equal \(m^m\). That product does not involve the scattering factors, and inserting it into the general formula gives \(m^m\prod_j f_j\) for arbitrary \(f_j\).

```lean
#print axioms StructureFactorDeterminant.det_structureFactorMatrix
#print axioms StructureFactorDeterminant.det_ne_zero_iff
#print axioms StructureFactorDeterminant.two_atoms
#print axioms StructureFactorDeterminant.det_evenly_spaced
```

```
'StructureFactorDeterminant.det_structureFactorMatrix' depends on axioms: [propext, Classical.choice, Quot.sound]
'StructureFactorDeterminant.det_ne_zero_iff' depends on axioms: [propext, Classical.choice, Quot.sound]
'StructureFactorDeterminant.two_atoms' depends on axioms: [propext, Classical.choice, Quot.sound]
'StructureFactorDeterminant.det_evenly_spaced' depends on axioms: [propext, Classical.choice, Quot.sound]
```
